# The error of a separable projector: a quadratic shift of the expectation value and a linear eigenvalue bound

## Two levels and one reference function

Take a Hamiltonian $H=\mathrm{diag}(0,1)$ with the unit eigenvector $\psi=(1,0)^T$ of eigenvalue $e=0$. Let the potential be $V=1$, the identity matrix, and let the single reference function be the column $B=(1,t)^T$, which misses $\psi$ by a real number $t$. Replacing $V$ by the separable form $VB(B^\dagger VB)^{-1}B^\dagger V=BB^\dagger/(1+t^2)$ adds to $H$ the error $W=BB^\dagger/(1+t^2)-1$, so that

$$W=\frac{1}{1+t^2}\begin{pmatrix}-t^2&t\\ t&-1\end{pmatrix},\qquad H+W=\frac{1}{1+t^2}\begin{pmatrix}-t^2&t\\ t&t^2\end{pmatrix}.$$

One sees $WB=0$, so $W$ acts on $\psi$ as it acts on the residual $r=\psi-B=(0,-t)^T$. The expectation value of $H+W$ in $\psi$ is the upper left entry, $-t^2/(1+t^2)$, which equals $r^\dagger Wr$ and is of second order in $t$. The matrix $H+W$ is traceless with determinant $-t^2/(1+t^2)$, so its eigenvalues are $\pm|t|/\sqrt{1+t^2}$. This is of first order in $t$ and has the modulus $\|Wr\|$.

For $t=3/4$ the numbers are $W=\frac1{25}\begin{pmatrix}-9&12\\12&-16\end{pmatrix}$, $r=(0,-\tfrac34)^T$ and $Wr=(-\tfrac9{25},\tfrac{12}{25})^T$. The expectation value moves by $r^\dagger Wr=-\tfrac34\cdot\tfrac{12}{25}=-\tfrac9{25}$, and $\|Wr\|=\tfrac{15}{25}=\tfrac35$. The eigenvalues of $H+W=\frac1{25}\begin{pmatrix}-9&12\\12&9\end{pmatrix}$ are $+\tfrac35$ and $-\tfrac35$, with normalised eigenvectors $(1,2)^T/\sqrt5$ and $(2,-1)^T/\sqrt5$. The family in $t$ is worked on paper only, and Lean checks a different two-level model at the end.

## The model

States are complex vectors whose components are labelled by a finite type `n`, for instance basis functions or grid points in an orthonormal representation. The reference functions are labelled by a finite type `m` and form the columns of an $n\times m$ matrix $B$. The adjoint $B^\dagger$ is written `Bᴴ`, and the action of a matrix on a vector is written `*ᵥ`.

```lean
import Mathlib

open Matrix

namespace SeparableProjectorError

noncomputable section

variable {n m : Type*} [Fintype n] [Fintype m] [DecidableEq m]
```

The inner product follows the physicist's convention, $\langle x,y\rangle=\sum_k \overline{x_k}\,y_k$, conjugate-linear in the first slot.

```lean
/-- The inner product `⟨x, y⟩`, conjugate-linear in `x`. -/
def braket (x y : n → ℂ) : ℂ := star x ⬝ᵥ y
```

The norm is the Euclidean one, $\|x\|^2=\sum_k|x_k|^2$. Mathlib's default norm on `n → ℂ` is the largest modulus of a component, so the vector is first moved into `EuclideanSpace ℂ n`.

```lean
/-- The Euclidean norm of a state vector. -/
def norm2 (x : n → ℂ) : ℝ := ‖(WithLp.toLp 2 x : EuclideanSpace ℂ n)‖
```

With the $m\times m$ matrix $M=B^\dagger VB$, the separable form of an $n\times n$ potential $V$ is $V_{\rm sep}=VB\,M^{-1}B^\dagger V$. The columns of $VB$ are the projector functions, and $M^{-1}$ holds their coupling coefficients. For one reference function $b$ it is $V|b\rangle\langle b|V/\langle b,Vb\rangle$, the Kleinman–Bylander form, in which $V$ stands for the part of a pseudopotential that remains after a local potential has been split off.

```lean
/-- The separable form `V B (B* V B)⁻¹ B* V` of the potential `V`, built on the reference
functions in the columns of `B`. -/
def separable (V : Matrix n n ℂ) (B : Matrix n m ℂ) : Matrix n n ℂ :=
  V * B * (Bᴴ * V * B)⁻¹ * Bᴴ * V
```

The error is $W=V_{\rm sep}-V$. If $H=T+V$, where $T$ collects all other terms, then $H+W=T+V_{\rm sep}$ is the Hamiltonian with the separable potential. The theorems impose no relation between $H$ and $V$, and none is lost, since $T$ may be defined as $H-V$.

```lean
/-- The separable-projector error `W`: the separable form minus the potential. -/
def sepError (V : Matrix n n ℂ) (B : Matrix n m ℂ) : Matrix n n ℂ := separable V B - V
```

Invertibility of $M$ is assumed throughout as `IsUnit (Bᴴ * V * B).det`, which over $\mathbb C$ means $\det M\neq0$. Lean sets the inverse of a singular matrix to zero, so without this hypothesis `sepError V B` would be $-V$ and would in general not vanish on $B$. The columns of $B$ need be neither normalised nor orthogonal. An empty `m` is allowed: then $\det M=1$, $W=-V$, and the residual is $\psi$ itself.

The setting is a finite-dimensional model of the replacement of a potential by its separable form, examined on a state $\psi$ that need not lie in the span of the reference functions; it treats an ordinary eigenvalue problem with fixed $V$, so the overlap operator and augmentation charges of the ultrasoft scheme, self-consistency and the radial continuum are absent.

## Step 1: the error vanishes on the reference functions

Regrouping the product gives
$$V_{\rm sep}B=VB\,M^{-1}(B^\dagger VB)=VB\,(M^{-1}M)=VB,$$
and therefore $WB=VB-VB=0$. No symmetry of $V$ is used.

```lean
/-- The error vanishes on the reference functions: `W B = 0`. -/
theorem sepError_mul_ref (V : Matrix n n ℂ) (B : Matrix n m ℂ)
    (hM : IsUnit (Bᴴ * V * B).det) : sepError V B * B = 0 := by
  have h : separable V B * B = V * B * ((Bᴴ * V * B)⁻¹ * (Bᴴ * V * B)) := by
    simp only [separable, Matrix.mul_assoc]
  rw [sepError, Matrix.sub_mul, h, Matrix.nonsing_inv_mul _ hM, Matrix.mul_one, sub_self]
```

The regrouping is `h`, and `Matrix.nonsing_inv_mul` cancels $M^{-1}M$ with the help of `hM`.

## Step 2: the error is Hermitian

Let $V^\dagger=V$. Then $M^\dagger=B^\dagger V^\dagger B=M$, and $(M^{-1})^\dagger=(M^\dagger)^{-1}=M^{-1}$. Reversing the five factors,
$$V_{\rm sep}^\dagger=V^\dagger B\,(M^{-1})^\dagger B^\dagger V^\dagger=V_{\rm sep},$$
so $W^\dagger=W$. The adjoint of Step 1 is $0=(WB)^\dagger=B^\dagger W^\dagger=B^\dagger W$.

```lean
/-- For Hermitian `V` the error `W` is Hermitian and `B* W = 0`. -/
theorem sepError_hermitian {V : Matrix n n ℂ} (hV : V.IsHermitian) (B : Matrix n m ℂ)
    (hM : IsUnit (Bᴴ * V * B).det) :
    (sepError V B).IsHermitian ∧ Bᴴ * sepError V B = 0 := by
  have hi : ((Bᴴ * V * B)⁻¹)ᴴ = (Bᴴ * V * B)⁻¹ :=
    (isHermitian_conjTranspose_mul_mul B hV).inv.eq
  have hW : (sepError V B)ᴴ = sepError V B := by
    simp only [sepError, separable, conjTranspose_sub, conjTranspose_mul,
      conjTranspose_conjTranspose, hV.eq, hi]
    simp only [Matrix.mul_assoc]
  refine ⟨hW, ?_⟩
  have h := congrArg conjTranspose (sepError_mul_ref V B hM)
  rwa [conjTranspose_mul, hW, conjTranspose_zero] at h
```

Here `hi` is the hermiticity of $M^{-1}$ and `hW` that of $W$. The line `congrArg conjTranspose` takes the adjoint of $WB=0$.

## Step 3: only the residual matters

For any vector $\psi$ and any coefficient vector $c$ with components labelled by `m`, put $r=\psi-Bc$. Then
$$Wr=W\psi-(WB)c=W\psi.$$
The vector $c$ need not be a best fit, and $Wr$ does not depend on it.

```lean
/-- The error acts on `ψ` as on the residual: `W ψ = W (ψ - B c)` for every `c`. -/
theorem sepError_residual (V : Matrix n n ℂ) (B : Matrix n m ℂ)
    (hM : IsUnit (Bᴴ * V * B).det) (ψ : n → ℂ) (c : m → ℂ) :
    sepError V B *ᵥ (ψ - B *ᵥ c) = sepError V B *ᵥ ψ := by
  rw [mulVec_sub, mulVec_mulVec, sepError_mul_ref V B hM, zero_mulVec, sub_zero]
```

## Step 4: the shift of the expectation value

Let $H\psi=e\psi$ and $\|\psi\|=1$. The left side expands as
$$\langle\psi,(H+W)\psi\rangle-e=e\langle\psi,\psi\rangle+\langle\psi,W\psi\rangle-e=\langle\psi,W\psi\rangle.$$
On the right side Step 3 replaces $Wr$ by $W\psi$, and Step 2 removes the reference part of the bra:
$$\langle r,Wr\rangle=\langle\psi,W\psi\rangle-\langle Bc,W\psi\rangle,\qquad \langle Bc,W\psi\rangle=c^\dagger(B^\dagger W)\psi=0.$$
Both sides equal $\langle\psi,W\psi\rangle$. The matrix $H$ enters only through its eigenvalue equation, so the theorem takes an arbitrary square `H` and a complex `e`.

```lean
/-- For a normalised eigenvector `H ψ = e ψ` the shift of the expectation value is
`⟨ψ, (H + W) ψ⟩ - e = ⟨r, W r⟩` with `r = ψ - B c`. -/
theorem expectation_shift (H : Matrix n n ℂ) {V : Matrix n n ℂ} (hV : V.IsHermitian)
    (B : Matrix n m ℂ) (hM : IsUnit (Bᴴ * V * B).det) {ψ : n → ℂ} {e : ℂ}
    (hψ : H *ᵥ ψ = e • ψ) (h1 : norm2 ψ = 1) (c : m → ℂ) :
    braket ψ ((H + sepError V B) *ᵥ ψ) - e
      = braket (ψ - B *ᵥ c) (sepError V B *ᵥ (ψ - B *ᵥ c)) := by
  have h1' : ‖(WithLp.toLp 2 ψ : EuclideanSpace ℂ n)‖ = 1 := h1
  have hn : star ψ ⬝ᵥ ψ = 1 := by
    have h := inner_self_eq_norm_sq_to_K (𝕜 := ℂ) (WithLp.toLp 2 ψ : EuclideanSpace ℂ n)
    rw [h1', EuclideanSpace.inner_eq_star_dotProduct, dotProduct_comm] at h
    simpa using h
  -- the reference part drops out of the bra because `B* W = 0`
  have h0 : star (B *ᵥ c) ⬝ᵥ sepError V B *ᵥ ψ = 0 := by
    rw [star_mulVec, ← dotProduct_mulVec, mulVec_mulVec, (sepError_hermitian hV B hM).2,
      zero_mulVec, dotProduct_zero]
  rw [sepError_residual V B hM, braket, braket, add_mulVec, hψ, dotProduct_add,
    dotProduct_smul, hn, star_sub, sub_dotProduct, h0, smul_eq_mul]
  ring
```

The step `hn` turns $\|\psi\|=1$ into $\langle\psi,\psi\rangle=1$, and `h0` is the vanishing cross term. The closing `rw` performs both expansions, after which `ring` cancels $e$.

## Step 5: an eigenvalue near an approximate one

Let $A$ be any Hermitian matrix, $\psi$ a unit vector and $e$ a real number, and put $\rho=A\psi-e\psi$. Take an orthonormal eigenbasis $u_j$ of $A$ with real eigenvalues $\lambda_j$, where $j$ runs over `n`. The adjoint of $Au_j=\lambda_ju_j$ is $u_j^\dagger A=\lambda_ju_j^\dagger$, and hence
$$\langle u_j,\rho\rangle=(\lambda_j-e)\langle u_j,\psi\rangle.$$
Parseval's identity gives $\sum_j|\langle u_j,\psi\rangle|^2=1$ and $\sum_j|\langle u_j,\rho\rangle|^2=\|\rho\|^2$. The first sum is not zero, so the index set is not empty and has an index $i$ that minimises $|\lambda_j-e|$. Then
$$|\lambda_i-e|^2=\sum_j|\lambda_i-e|^2|\langle u_j,\psi\rangle|^2\le\sum_j|\lambda_j-e|^2|\langle u_j,\psi\rangle|^2=\|\rho\|^2,$$
and since both $|\lambda_i-e|$ and $\|\rho\|$ are non-negative, $|\lambda_i-e|\le\|\rho\|$. The statement delivers a real $\mu$ and a unit vector $\varphi$ with $A\varphi=\mu\varphi$ and $|\mu-e|\le\|\rho\|$; the proof takes $\mu=\lambda_i$ and $\varphi=u_i$.

```lean
/-- Residual bound: for Hermitian `A`, a unit vector `ψ` and real `e`, the matrix `A` has an
eigenvalue within `‖A ψ - e ψ‖` of `e`. -/
theorem eigenvalue_near {A : Matrix n n ℂ} (hA : A.IsHermitian) {ψ : n → ℂ}
    (h1 : norm2 ψ = 1) (e : ℝ) :
    ∃ (μ : ℝ) (φ : n → ℂ), norm2 φ = 1 ∧ A *ᵥ φ = (μ : ℂ) • φ ∧
      |μ - e| ≤ norm2 (A *ᵥ ψ - (e : ℂ) • ψ) := by
  classical
  have h1' : ‖(WithLp.toLp 2 ψ : EuclideanSpace ℂ n)‖ = 1 := h1
  have hev : ∀ i, A *ᵥ (hA.eigenvectorBasis i).ofLp
      = (hA.eigenvalues i : ℂ) • (hA.eigenvectorBasis i).ofLp := by
    intro i
    rw [hA.mulVec_eigenvectorBasis i]
    ext k
    simp
  -- components of the residual in the eigenbasis
  have hc : ∀ i, inner ℂ (hA.eigenvectorBasis i) (WithLp.toLp 2 (A *ᵥ ψ - (e : ℂ) • ψ))
      = ((hA.eigenvalues i - e : ℝ) : ℂ) *
        inner ℂ (hA.eigenvectorBasis i) (WithLp.toLp 2 ψ) := by
    intro i
    have h : star (hA.eigenvectorBasis i).ofLp ᵥ* A
        = (hA.eigenvalues i : ℂ) • star (hA.eigenvectorBasis i).ofLp := by
      have h2 := star_mulVec A (hA.eigenvectorBasis i).ofLp
      rw [hA.eq, hev i] at h2
      rw [← h2]
      ext k
      simp
    rw [EuclideanSpace.inner_eq_star_dotProduct, EuclideanSpace.inner_eq_star_dotProduct]
    show (A *ᵥ ψ - (e : ℂ) • ψ) ⬝ᵥ _ = _ * (ψ ⬝ᵥ _)
    rw [dotProduct_comm, dotProduct_comm ψ, dotProduct_sub, dotProduct_mulVec, h,
      smul_dotProduct, dotProduct_smul, smul_eq_mul, smul_eq_mul]
    push_cast
    ring
  have hP := hA.eigenvectorBasis.sum_sq_norm_inner_right (WithLp.toLp 2 ψ)
  have hR := hA.eigenvectorBasis.sum_sq_norm_inner_right
    (WithLp.toLp 2 (A *ᵥ ψ - (e : ℂ) • ψ))
  rw [h1', one_pow] at hP
  have hne : (Finset.univ : Finset n).Nonempty := by
    by_contra h
    rw [Finset.not_nonempty_iff_eq_empty.1 h, Finset.sum_empty] at hP
    exact zero_ne_one hP
  -- take the eigenvalue nearest to `e`
  obtain ⟨i, -, hi⟩ := Finset.exists_min_image _ (fun j => |hA.eigenvalues j - e|) hne
  refine ⟨hA.eigenvalues i, (hA.eigenvectorBasis i).ofLp,
    hA.eigenvectorBasis.orthonormal.1 i, hev i, ?_⟩
  refine (pow_le_pow_iff_left₀ (abs_nonneg _) (norm_nonneg _) two_ne_zero).1 ?_
  rw [← hR, ← mul_one (|hA.eigenvalues i - e| ^ 2), ← hP, Finset.mul_sum]
  refine Finset.sum_le_sum fun j hj => ?_
  rw [hc j, norm_mul, mul_pow, Complex.norm_real, Real.norm_eq_abs]
  exact mul_le_mul_of_nonneg_right (pow_le_pow_left₀ (abs_nonneg _) (hi j hj) 2) (sq_nonneg _)
```

The vectors $u_j$ and values $\lambda_j$ are `hA.eigenvectorBasis` and `hA.eigenvalues`, which come from Mathlib's spectral theorem. The eigenvalue equation is `hev`, the component formula is `hc`, and the two Parseval sums are `hP` and `hR`. The step `hne` derives the non-empty index set from `hP`, and `Finset.exists_min_image` picks $i$. The lemma `pow_le_pow_iff_left₀` reduces the claim to the squares, the factor $1$ is rewritten as the sum in `hP`, and `Finset.sum_le_sum` compares the two sums term by term using the minimality `hi`.

## Step 6: both statements together

Let $H$ and $V$ be Hermitian, $\det M\ne0$, $H\psi=e\psi$ with $e$ real, and $\|\psi\|=1$. Then $A=H+W$ is Hermitian by Step 2, and its residual in the sense of Step 5 is
$$\rho=(H+W)\psi-e\psi=W\psi=Wr.$$
For every $c$ and $r=\psi-Bc$ the main theorem therefore states two things. First, $\langle\psi,(H+W)\psi\rangle-e=\langle r,Wr\rangle$, an equation between complex numbers. Second, there are a real $\mu$ and a unit vector $\varphi$ with $(H+W)\varphi=\mu\varphi$ and $|\mu-e|\le\|Wr\|$.

```lean
/-- For a normalised eigenvector `H ψ = e ψ` and `r = ψ - B c`, the expectation value of
`H + W` in `ψ` differs from `e` by `⟨r, W r⟩`, and `H + W` has an eigenvalue within `‖W r‖`
of `e`. -/
theorem separable_error_main {H V : Matrix n n ℂ} (hH : H.IsHermitian) (hV : V.IsHermitian)
    (B : Matrix n m ℂ) (hM : IsUnit (Bᴴ * V * B).det) {ψ : n → ℂ} {e : ℝ}
    (hψ : H *ᵥ ψ = (e : ℂ) • ψ) (h1 : norm2 ψ = 1) (c : m → ℂ) :
    braket ψ ((H + sepError V B) *ᵥ ψ) - e
      = braket (ψ - B *ᵥ c) (sepError V B *ᵥ (ψ - B *ᵥ c)) ∧
    ∃ (μ : ℝ) (φ : n → ℂ), norm2 φ = 1 ∧ (H + sepError V B) *ᵥ φ = (μ : ℂ) • φ ∧
      |μ - e| ≤ norm2 (sepError V B *ᵥ (ψ - B *ᵥ c)) := by
  refine ⟨expectation_shift H hV B hM hψ h1 c, ?_⟩
  have h := eigenvalue_near (hH.add (sepError_hermitian hV B hM).1) h1 e
  -- the residual of `H + W` is `W ψ = W r`
  rwa [add_mulVec, hψ, add_sub_cancel_left, ← sepError_residual V B hM ψ c] at h
```

The first part is `expectation_shift`. The second applies `eigenvalue_near` to `hH.add` of the hermiticity of $W$; the final `rwa` inserts $H\psi=e\psi$, cancels $e\psi$ and reads Step 3 from right to left.

The words quadratic and linear describe how $r$ enters the right sides at fixed $W$: a quadratic form in the first part, and in the second the norm of the vector $Wr$, which is linear in $r$. The right sides are kept in terms of $Wr$, and no operator norm of $W$ appears. A small $\|r\|$ is thus not by itself the small quantity of the statement, because $W$ contains $M^{-1}$ and changes with $B$. The statement also leaves open how close $\varphi$ is to $\psi$ and where the other eigenvalues of $H+W$ lie, so it is no test for spurious (ghost) levels of the separable form.

An easy mistake is to read the first part as the error of an eigenvalue and to conclude that levels move only at second order in the residual. The vector $\psi$ is an eigenvector of $H$ and in general not of $H+W$, so $\langle\psi,(H+W)\psi\rangle$ is only an expectation value. In the opening family both eigenvalues of $H+W$ lie at the distance $|t|/\sqrt{1+t^2}$ from $e$, against an expectation shift of modulus $t^2/(1+t^2)$. At $t=0$ the error $W$ has already lowered the second level from $1$ to $0$, onto $e$, and the off-diagonal entry splits the degenerate pair at first order. An eigenvalue shift of second order in $r$ follows if $W$ stays bounded and all eigenvalues of $H+W$ but one, counted with multiplicity, keep a fixed distance from $e$. The second condition is not among the hypotheses, and the gap of $H$, equal to $1$ in that family, does not replace it.

## Step 7: a bound on the shift

The Cauchy–Schwarz inequality applied to Step 4 gives, under the same hypotheses as there,
$$|\langle\psi,(H+W)\psi\rangle-e|=|\langle r,Wr\rangle|\le\|r\|\,\|Wr\|.$$
The left side and $\|Wr\|$ do not depend on $c$, so the bound is tightest for the $c$ with the smallest $\|r\|$. For $t=3/4$ the choice $c=1$ gives $\tfrac9{25}\le\tfrac34\cdot\tfrac35=\tfrac9{20}$, and $c=\tfrac{16}{25}$ gives $r=(\tfrac9{25},-\tfrac{12}{25})^T$, $\|r\|=\tfrac35$ and equality.

```lean
/-- The shift of the expectation value is at most `‖r‖ ‖W r‖` in modulus. -/
theorem expectation_shift_le (H : Matrix n n ℂ) {V : Matrix n n ℂ} (hV : V.IsHermitian)
    (B : Matrix n m ℂ) (hM : IsUnit (Bᴴ * V * B).det) {ψ : n → ℂ} {e : ℂ}
    (hψ : H *ᵥ ψ = e • ψ) (h1 : norm2 ψ = 1) (c : m → ℂ) :
    ‖braket ψ ((H + sepError V B) *ᵥ ψ) - e‖
      ≤ norm2 (ψ - B *ᵥ c) * norm2 (sepError V B *ᵥ (ψ - B *ᵥ c)) := by
  rw [expectation_shift H hV B hM hψ h1 c]
  have h := norm_inner_le_norm (𝕜 := ℂ) (WithLp.toLp 2 (ψ - B *ᵥ c) : EuclideanSpace ℂ n)
    (WithLp.toLp 2 (sepError V B *ᵥ (ψ - B *ᵥ c)))
  rw [EuclideanSpace.inner_eq_star_dotProduct, dotProduct_comm] at h
  exact h
```

The inequality is `norm_inner_le_norm`, and the following `rw` identifies Mathlib's inner product with `braket`. The bars `‖ ‖` around the complex shift denote its modulus.

## Step 8: states in the reference span

If $H(Bc)=e\,Bc$, then $(H+W)Bc=e\,Bc+(WB)c=e\,Bc$. Only Step 1 is used, so $H$ and $V$ are arbitrary square matrices and $e$ is complex. The vector $Bc$ need not be normalised; the equation also holds for $Bc=0$, and it describes an eigenvector when $Bc\ne0$.

```lean
/-- If `B c` satisfies the eigenvalue equation of `H` with value `e`, it satisfies that of
`H + W` with the same value. -/
theorem exact_on_reference (H V : Matrix n n ℂ) (B : Matrix n m ℂ)
    (hM : IsUnit (Bᴴ * V * B).det) {c : m → ℂ} {e : ℂ}
    (hψ : H *ᵥ (B *ᵥ c) = e • (B *ᵥ c)) :
    (H + sepError V B) *ᵥ (B *ᵥ c) = e • (B *ᵥ c) := by
  rw [add_mulVec, hψ, mulVec_mulVec, sepError_mul_ref V B hM, zero_mulVec, add_zero]
```

## A checked model that attains the linear bound

The checked example has two levels, with components numbered $0$ and $1$ as in `Fin 2`. The Hamiltonian is $H_0=\mathrm{diag}(1,2)$.

```lean
/-- A two-level Hamiltonian. -/
def H₀ : Matrix (Fin 2) (Fin 2) ℂ := !![1, 0; 0, 2]
```

The potential is $V_0=\begin{pmatrix}1&1\\1&2\end{pmatrix}$.

```lean
/-- A two-level potential. -/
def V₀ : Matrix (Fin 2) (Fin 2) ℂ := !![1, 1; 1, 2]
```

The single reference function is $B_0=(1,0)^T$.

```lean
/-- A single reference function, the first basis vector. -/
def B₀ : Matrix (Fin 2) (Fin 1) ℂ := !![1; 0]
```

Then $B_0^\dagger V_0B_0=1$ and $V_0B_0=(1,1)^T$, so the separable form is the matrix with all entries equal to $1$. Subtracting $V_0$ gives $W=\mathrm{diag}(0,-1)$, and $H_0+W$ is the identity. The unit vector $\psi=(0,1)^T$ satisfies $H_0\psi=2\psi$. For every $c$ one has $Wr=W\psi=(0,-1)^T$, of norm $1$. If $(H_0+W)\varphi=\mu\varphi$ with $\varphi\neq0$, then $(\mu-1)\varphi=0$, so $\mu=1$ and $|\mu-2|=1$. The theorem lists the hypotheses of `separable_error_main` for this model, the value $\|Wr\|=1$ for every $c$, and the distance $1$ for every complex eigenvalue $\mu$. The eigenvalue supplied by the main theorem therefore meets $|\mu-e|\le\|Wr\|$ with equality, and the factor $1$ in front of $\|Wr\|$ admits no reduction under these hypotheses. The state is orthogonal to the reference function here, so the residual is not small.

```lean
/-- The two-level model with `ψ = (0, 1)`, `e = 2` meets all hypotheses, has `‖W r‖ = 1` for
every `c`, and every eigenvalue of `H + W` lies at distance exactly `1` from `e`. -/
theorem separable_error_witness :
    H₀.IsHermitian ∧ V₀.IsHermitian ∧ IsUnit (B₀ᴴ * V₀ * B₀).det ∧
    H₀ *ᵥ ![0, 1] = (2 : ℂ) • ![0, 1] ∧ norm2 ![(0 : ℂ), 1] = 1 ∧
    (∀ c, norm2 (sepError V₀ B₀ *ᵥ (![0, 1] - B₀ *ᵥ c)) = 1) ∧
    ∀ (μ : ℂ) (φ : Fin 2 → ℂ), φ ≠ 0 → (H₀ + sepError V₀ B₀) *ᵥ φ = μ • φ →
      ‖μ - 2‖ = 1 := by
  have hM : B₀ᴴ * V₀ * B₀ = 1 := by
    ext i j
    fin_cases i
    fin_cases j
    simp [B₀, V₀, Matrix.mul_apply, Fin.sum_univ_succ]
  have hU : IsUnit (B₀ᴴ * V₀ * B₀).det := by rw [hM, det_one]; exact isUnit_one
  have hW : sepError V₀ B₀ = !![0, 0; 0, -1] := by
    rw [sepError, separable, hM, inv_one, Matrix.mul_one]
    ext i j
    simp only [Matrix.sub_apply, Matrix.mul_apply, Matrix.conjTranspose_apply,
      Fin.sum_univ_two, Fin.sum_univ_one]
    fin_cases i <;> fin_cases j <;>
      simp [B₀, V₀]
    norm_num
  have hS : H₀ + sepError V₀ B₀ = 1 := by
    rw [hW]
    ext i j
    fin_cases i <;> fin_cases j <;> simp [H₀]
    norm_num
  refine ⟨?_, ?_, hU, ?_, ?_, fun c => ?_, fun μ φ hφ h => ?_⟩
  · ext i j
    fin_cases i <;> fin_cases j <;> simp [H₀]
  · ext i j
    fin_cases i <;> fin_cases j <;> simp [V₀]
  · ext i
    fin_cases i <;> simp [H₀, Matrix.mulVec, dotProduct, Fin.sum_univ_succ]
  · simp [norm2, EuclideanSpace.norm_eq, Fin.sum_univ_succ]
  · rw [sepError_residual V₀ B₀ hU, hW]
    simp [norm2, EuclideanSpace.norm_eq, Fin.sum_univ_succ]
  · rw [hS, one_mulVec] at h
    have h2 : (μ - 1) • φ = 0 := by rw [sub_smul, ← h, one_smul, sub_self]
    have h3 : μ = 1 := sub_eq_zero.1 ((smul_eq_zero.1 h2).resolve_right hφ)
    rw [h3]
    norm_num

end

end SeparableProjectorError
```

The entrywise computations are `hM`, `hW` and `hS`, in the order above. The fifth bullet uses `sepError_residual` to remove $c$, and the last one obtains $\mu=1$ from `h2` through `smul_eq_zero`.

```lean
#print axioms SeparableProjectorError.expectation_shift
#print axioms SeparableProjectorError.separable_error_main
#print axioms SeparableProjectorError.expectation_shift_le
#print axioms SeparableProjectorError.exact_on_reference
```

```
'SeparableProjectorError.expectation_shift' depends on axioms: [propext, Classical.choice, Quot.sound]
'SeparableProjectorError.separable_error_main' depends on axioms: [propext, Classical.choice, Quot.sound]
'SeparableProjectorError.expectation_shift_le' depends on axioms: [propext, Classical.choice, Quot.sound]
'SeparableProjectorError.exact_on_reference' depends on axioms: [propext, Classical.choice, Quot.sound]
```
